# Second-order cumulant estimate of a free-energy difference: error at most β²(b − a)³/24 on a finite configuration set with energy gap in [a, b]

Configurations form a finite set X, so that every partition function and every average is a finite sum. Two arbitrary real functions on X, U and V, are the energies of the reference and target systems. Their gap dU = V − U is assumed to lie between constants a and b on every configuration. On a finite set such constants always exist, and the error bound depends on their separation b − a. In a continuous fluid they need not exist: inserting a particle with a diverging repulsion makes dU unbounded above.

Under these assumptions, the mean and variance of dU in the reference ensemble give the free-energy difference with an explicit error bound. For free-energy perturbation calculations, the bound controls the truncation error of a finite model with exact averages; it says nothing about sampling error.

```lean
import Mathlib

open Finset

namespace SecondCumulantBound

noncomputable section

variable {X : Type*} [Fintype X]
```

## Boltzmann sums and cumulants

At inverse temperature β, the partition function is

Z(U) = Σₓ exp(−βU(x)).

```lean
/-- The canonical partition function of the energy `U` at inverse temperature `β`. -/
def partitionFn (β : ℝ) (U : X → ℝ) : ℝ := ∑ x, Real.exp (-β * U x)
```

The average of an observable f weights each configuration by its Boltzmann factor:

⟨f⟩ = Σₓ f(x) exp(−βU(x)) / Z(U).

In Lean, `avg β U f` names the ensemble explicitly through U.

```lean
/-- The Boltzmann average of the observable `f` in the ensemble of energy `U`. -/
def avg (β : ℝ) (U f : X → ℝ) : ℝ :=
  (∑ x, f x * Real.exp (-β * U x)) / partitionFn β U
```

The free energy is

F(U) = −ln Z(U) / β.

```lean
/-- The Helmholtz free energy, `-(log Z) / β`. -/
def freeEnergy (β : ℝ) (U : X → ℝ) : ℝ := -Real.log (partitionFn β U) / β
```

The variance is written in raw moments,

Var(f) = ⟨f²⟩ − ⟨f⟩².

```lean
/-- The variance `⟨f²⟩ - ⟨f⟩²` in the Boltzmann ensemble. -/
def variance (β : ℝ) (U f : X → ℝ) : ℝ :=
  avg β U (fun x => f x * f x) - avg β U f * avg β U f
```

So is the third cumulant, which equals the third central moment:

κ₃(f) = ⟨f³⟩ − 3⟨f⟩⟨f²⟩ + 2⟨f⟩³ = ⟨(f − ⟨f⟩)³⟩.

```lean
/-- The third cumulant `⟨f³⟩ - 3⟨f⟩⟨f²⟩ + 2⟨f⟩³` in the Boltzmann ensemble. -/
def thirdCumulant (β : ℝ) (U f : X → ℝ) : ℝ :=
  avg β U (fun x => f x * f x * f x) - 3 * avg β U f * avg β U (fun x => f x * f x)
    + 2 * avg β U f ^ 3
```

The observable of interest is the gap, dU(x) = V(x) − U(x).

```lean
/-- The energy difference `dU = V - U`. -/
def gap (U V : X → ℝ) : X → ℝ := fun x => V x - U x
```

A coupling parameter l joins the two systems linearly:

U_l = U + l dU, with U₀ = U and U₁ = V.

```lean
/-- The linearly coupled energy `U + l dU`. -/
def coupled (U V : X → ℝ) (l : ℝ) : X → ℝ := fun x => U x + l * gap U V x
```

With the subscript 0 denoting the ensemble of U, the estimate of F(V) − F(U) is

⟨dU⟩₀ − β Var₀(dU)/2.

```lean
/-- The second-order cumulant estimate of the free-energy difference from `U` to `V`. -/
def cumulantEstimate (β : ℝ) (U V : X → ℝ) : ℝ :=
  avg β U (gap U V) - β * variance β U (gap U V) / 2
```

## Taylor's theorem with a bounded third derivative

Suppose that p‴ ≤ M. The function p″(0) + Mt − p″(t) vanishes at t = 0 and has the nonnegative slope M − p‴(t), so it is nonnegative for t ≥ 0. It is in turn the slope of

p′(0) + p″(0)t + Mt²/2 − p′(t),

which also vanishes at zero. Repeating the argument once more and setting t = 1 gives

p(1) ≤ p(0) + p′(0) + p″(0)/2 + M/6.

If |f‴| ≤ M, applying this to f and to −f bounds the Taylor error on both sides by M/6. In the code, `mono` is the monotonicity step, `upper` uses it three times, and `f1`, `f2`, `f3` are the successive derivatives.

```lean
/-- A function whose third derivative is at most `M` in absolute value differs at 1 from its
second-order Taylor polynomial about 0 by at most `M / 6`. -/
theorem taylor_third {f f1 f2 f3 : ℝ → ℝ} {M : ℝ}
    (h0 : ∀ t, HasDerivAt f (f1 t) t) (h1 : ∀ t, HasDerivAt f1 (f2 t) t)
    (h2 : ∀ t, HasDerivAt f2 (f3 t) t) (h3 : ∀ t, |f3 t| ≤ M) :
    |f 1 - (f 0 + f1 0 + f2 0 / 2)| ≤ M / 6 := by
  -- a function starting at zero with nonnegative slope stays nonnegative
  have mono : ∀ g g' : ℝ → ℝ, (∀ t, HasDerivAt g (g' t) t) → g 0 = 0 →
      (∀ t, 0 ≤ t → 0 ≤ g' t) → ∀ t, 0 ≤ t → 0 ≤ g t := by
    intro g g' hg hz hp t ht
    have hm : MonotoneOn g (Set.Ici 0) := monotoneOn_of_deriv_nonneg (convex_Ici 0)
      (fun s _ => (hg s).continuousAt.continuousWithinAt)
      (fun s _ => (hg s).differentiableAt.differentiableWithinAt)
      (fun s hs => by rw [(hg s).deriv]; exact hp s (interior_subset hs))
    have := hm (Set.mem_Ici.2 le_rfl) (Set.mem_Ici.2 ht) ht
    linarith
  -- integrate the bound on the third derivative three times
  have upper : ∀ p p1 p2 p3 : ℝ → ℝ, (∀ t, HasDerivAt p (p1 t) t) →
      (∀ t, HasDerivAt p1 (p2 t) t) → (∀ t, HasDerivAt p2 (p3 t) t) →
      (∀ t, p3 t ≤ M) → p 1 ≤ p 0 + p1 0 + p2 0 / 2 + M / 6 := by
    intro p p1 p2 p3 q0 q1 q2 q3
    have sq : ∀ t : ℝ, HasDerivAt (fun y : ℝ => y ^ 2) (2 * t) t := fun t => by
      simpa using hasDerivAt_pow 2 t
    have cu : ∀ t : ℝ, HasDerivAt (fun y : ℝ => y ^ 3) (3 * t ^ 2) t := fun t => by
      simpa using hasDerivAt_pow 3 t
    have d2 : ∀ t, HasDerivAt (fun t => p2 0 + M * t - p2 t) (M - p3 t) t := fun t =>
      ((((hasDerivAt_id' t).const_mul M).const_add (p2 0)).fun_sub (q2 t)).congr_deriv
        (by ring)
    have d1 : ∀ t, HasDerivAt (fun t => p1 0 + p2 0 * t + M / 2 * t ^ 2 - p1 t)
        (p2 0 + M * t - p2 t) t := fun t =>
      (((((hasDerivAt_id' t).const_mul (p2 0)).const_add (p1 0)).fun_add
        ((sq t).const_mul (M / 2))).fun_sub (q1 t)).congr_deriv (by ring)
    have d0 : ∀ t, HasDerivAt
        (fun t => p 0 + p1 0 * t + p2 0 / 2 * t ^ 2 + M / 6 * t ^ 3 - p t)
        (p1 0 + p2 0 * t + M / 2 * t ^ 2 - p1 t) t := fun t =>
      ((((((hasDerivAt_id' t).const_mul (p1 0)).const_add (p 0)).fun_add
        ((sq t).const_mul (p2 0 / 2))).fun_add ((cu t).const_mul (M / 6))).fun_sub
          (q0 t)).congr_deriv (by ring)
    have s2 := mono _ _ d2 (by simp) (fun t _ => sub_nonneg.2 (q3 t))
    have s1 := mono _ _ d1 (by simp) s2
    have s0 : 0 ≤ p 0 + p1 0 * 1 + p2 0 / 2 * 1 ^ 2 + M / 6 * 1 ^ 3 - p 1 :=
      mono _ _ d0 (by simp) s1 1 zero_le_one
    linarith
  have hu := upper f f1 f2 f3 h0 h1 h2 (fun t => (abs_le.1 (h3 t)).2)
  have hl : -f 1 ≤ -f 0 + -f1 0 + -f2 0 / 2 + M / 6 :=
    upper (fun t => -f t) (fun t => -f1 t) (fun t => -f2 t) (fun t => -f3 t)
      (fun t => (h0 t).fun_neg) (fun t => (h1 t).fun_neg) (fun t => (h2 t).fun_neg)
      (fun t => neg_le.1 (abs_le.1 (h3 t)).1)
  rw [abs_le]
  constructor <;> linarith
```

## Derivatives along the coupling path

Only the exponential depends on l, so each term of a weighted sum acquires a factor −β dU:

d/dl Σₓ f exp(−βU_l) = −β Σₓ f dU exp(−βU_l).

Lean differentiates term by term and then collects the common factor.

```lean
/-- Differentiating a Boltzmann-weighted sum in the coupling brings down a factor `-β dU`. -/
theorem hasDerivAt_weighted (β : ℝ) (U V f : X → ℝ) (l : ℝ) :
    HasDerivAt (fun s => ∑ x, f x * Real.exp (-β * coupled U V s x))
      (-β * ∑ x, f x * gap U V x * Real.exp (-β * coupled U V l x)) l := by
  have h : ∀ x ∈ (univ : Finset X),
      HasDerivAt (fun s => f x * Real.exp (-β * coupled U V s x))
        (f x * (Real.exp (-β * coupled U V l x) * (-β * gap U V x))) l := by
    intro x _
    have h1 : HasDerivAt (fun s => -β * coupled U V s x) (-β * gap U V x) l :=
      ((((hasDerivAt_id' l).mul_const (gap U V x)).const_add (U x)).const_mul
        (-β)).congr_deriv (by ring)
    exact h1.exp.const_mul (f x)
  refine (HasDerivAt.fun_sum h).congr_deriv ?_
  rw [Finset.mul_sum]
  exact Finset.sum_congr rfl fun x _ => by ring
```

Write N = Σₓ f exp(−βU_l), A = Σₓ f dU exp(−βU_l) and B = Σₓ dU exp(−βU_l), with Z = Z(U_l). Then N′ = −βA and Z′ = −βB, and the quotient rule gives

(N/Z)′ = (−βAZ + βNB)/Z² = −β(A/Z − (N/Z)(B/Z)).

In terms of averages in the ensemble of U_l,

d⟨f⟩/dl = −β(⟨f dU⟩ − ⟨f⟩⟨dU⟩).

From here on X is assumed nonempty, which makes Z positive. The algebra of the quotient is the local fact `key`.

```lean
variable [Nonempty X]

/-- The response of an average to the coupling is `-β` times its covariance with `dU`. -/
theorem hasDerivAt_avg (β : ℝ) (U V f : X → ℝ) (l : ℝ) :
    HasDerivAt (fun s => avg β (coupled U V s) f)
      (-β * (avg β (coupled U V l) (fun x => f x * gap U V x)
        - avg β (coupled U V l) f * avg β (coupled U V l) (gap U V))) l := by
  have hZ : HasDerivAt (fun s => partitionFn β (coupled U V s))
      (-β * ∑ x, gap U V x * Real.exp (-β * coupled U V l x)) l := by
    simpa only [partitionFn, one_mul] using hasDerivAt_weighted β U V (fun _ => 1) l
  have hpos : 0 < partitionFn β (coupled U V l) :=
    Finset.sum_pos (fun _ _ => Real.exp_pos _) univ_nonempty
  have key : ∀ A B N Z : ℝ, Z ≠ 0 →
      (-β * A * Z - N * (-β * B)) / Z ^ 2 = -β * (A / Z - N / Z * (B / Z)) := by
    intro A B N Z hz
    field_simp
    ring
  exact ((hasDerivAt_weighted β U V f l).fun_div hZ hpos.ne').congr_deriv
    (key _ _ _ _ hpos.ne')
```

The same derivative of Z gives the slope of the free energy:

dF/dl = −Z′/(βZ) = B/Z = ⟨dU⟩.

This needs β ≠ 0. The physical case β = 1/(k_B T) > 0 is included.

```lean
/-- The derivative of the free energy in the coupling is the average of `dU`. -/
theorem hasDerivAt_freeEnergy {β : ℝ} (hβ : β ≠ 0) (U V : X → ℝ) (l : ℝ) :
    HasDerivAt (fun s => freeEnergy β (coupled U V s))
      (avg β (coupled U V l) (gap U V)) l := by
  have hZ : HasDerivAt (fun s => partitionFn β (coupled U V s))
      (-β * ∑ x, gap U V x * Real.exp (-β * coupled U V l x)) l := by
    simpa only [partitionFn, one_mul] using hasDerivAt_weighted β U V (fun _ => 1) l
  have hpos : 0 < partitionFn β (coupled U V l) :=
    Finset.sum_pos (fun _ _ => Real.exp_pos _) univ_nonempty
  have key : ∀ B Z : ℝ, Z ≠ 0 → -(-β * B / Z) / β = B / Z := by
    intro B Z hz
    field_simp
  exact ((hZ.log hpos.ne').fun_neg.div_const β).congr_deriv (key _ _ hpos.ne')
```

Taking f = dU in the response formula gives d²F/dl² = −β Var(dU). For the next derivative, take f = dU² as well:

d⟨dU²⟩/dl = −β(⟨dU³⟩ − ⟨dU²⟩⟨dU⟩),

d(⟨dU⟩²)/dl = −2β⟨dU⟩(⟨dU²⟩ − ⟨dU⟩²).

Subtracting the second line from the first gives dVar(dU)/dl = −βκ₃(dU), and therefore

d³F/dl³ = β²κ₃(dU).

```lean
/-- The derivative of `-β Var(dU)` in the coupling is `β²` times the third cumulant of `dU`. -/
theorem hasDerivAt_variance (β : ℝ) (U V : X → ℝ) (l : ℝ) :
    HasDerivAt (fun s => -β * variance β (coupled U V s) (gap U V))
      (β ^ 2 * thirdCumulant β (coupled U V l) (gap U V)) l := by
  have h1 := hasDerivAt_avg β U V (gap U V) l
  have h2 := hasDerivAt_avg β U V (fun x => gap U V x * gap U V x) l
  exact ((h2.fun_sub (h1.fun_mul h1)).const_mul (-β)).congr_deriv
    (by unfold thirdCumulant; ring)
```

## Bounding the third cumulant

Averages are linear and ⟨1⟩ = 1, so for constants c₀, …, c₃

⟨c₀ + c₁f + c₂f² + c₃f³⟩ = c₀ + c₁⟨f⟩ + c₂⟨f²⟩ + c₃⟨f³⟩.

```lean
/-- The average of a cubic polynomial in an observable is the same combination of its moments. -/
theorem avg_cubic (β : ℝ) (U f : X → ℝ) (c0 c1 c2 c3 : ℝ) :
    avg β U (fun x => c0 + c1 * f x + c2 * (f x * f x) + c3 * (f x * f x * f x)) =
      c0 + c1 * avg β U f + c2 * avg β U (fun x => f x * f x)
        + c3 * avg β U (fun x => f x * f x * f x) := by
  have hZ : partitionFn β U ≠ 0 :=
    (Finset.sum_pos (fun _ _ => Real.exp_pos _) univ_nonempty).ne'
  have hnum : ∑ x, (c0 + c1 * f x + c2 * (f x * f x) + c3 * (f x * f x * f x))
        * Real.exp (-β * U x) =
      c0 * partitionFn β U + c1 * ∑ x, f x * Real.exp (-β * U x)
        + c2 * ∑ x, f x * f x * Real.exp (-β * U x)
        + c3 * ∑ x, f x * f x * f x * Real.exp (-β * U x) := by
    simp only [partitionFn, Finset.mul_sum, ← Finset.sum_add_distrib]
    exact Finset.sum_congr rfl fun x _ => by ring
  simp only [avg]
  rw [hnum]
  simp only [add_div, mul_div_assoc, div_self hZ, mul_one]
```

Let a ≤ f ≤ b and m = ⟨f⟩, so that a ≤ m ≤ b. Averaging (f − a)(b − f) ≥ 0 gives

Var(f) ≤ (m − a)(b − m) = (b − a)²/4 − (m − (a + b)/2)² ≤ (b − a)²/4.

Since |f − m| ≤ b − a, both of these cubics are nonnegative:

(f − m)²(b − a − (f − m)) ≥ 0,

(f − m)²(b − a + (f − m)) ≥ 0.

Their averages yield

|κ₃(f)| ≤ (b − a)Var(f) ≤ (b − a)³/4.

The local fact `pos` turns a pointwise nonnegative cubic into an inequality between moments. `hv` supplies the variance bound, while `hup` and `hlo` come from the two cubics.

```lean
/-- An observable with values in `[a, b]` has a third cumulant of size at most
`(b - a)³ / 4`. -/
theorem abs_thirdCumulant_le (β : ℝ) (U f : X → ℝ) {a b : ℝ}
    (ha : ∀ x, a ≤ f x) (hb : ∀ x, f x ≤ b) :
    |thirdCumulant β U f| ≤ (b - a) ^ 3 / 4 := by
  -- a cubic that is nonnegative on all configurations has a nonnegative average
  have pos : ∀ c0 c1 c2 c3 : ℝ,
      (∀ x, 0 ≤ c0 + c1 * f x + c2 * (f x * f x) + c3 * (f x * f x * f x)) →
      0 ≤ c0 + c1 * avg β U f + c2 * avg β U (fun x => f x * f x)
        + c3 * avg β U (fun x => f x * f x * f x) := by
    intro c0 c1 c2 c3 h
    rw [← avg_cubic β U f]
    exact div_nonneg (Finset.sum_nonneg fun x _ => mul_nonneg (h x) (Real.exp_pos _).le)
      (Finset.sum_nonneg fun x _ => (Real.exp_pos _).le)
  unfold thirdCumulant
  set m := avg β U f
  have hma := pos (-a) 1 0 0 (fun x => by linarith [ha x])
  have hmb := pos b (-1) 0 0 (fun x => by linarith [hb x])
  have hv := pos (-(a * b)) (a + b) (-1) 0 (fun x => by
    nlinarith [mul_nonneg (sub_nonneg.2 (ha x)) (sub_nonneg.2 (hb x))])
  -- compare the cube of the deviation with (b - a) times its square
  have hup := pos (m ^ 2 * (b - a + m)) (-2 * m * (b - a + m) - m ^ 2)
    (b - a + m + 2 * m) (-1) (fun x => by
      have h : 0 ≤ b - a + m - f x := by linarith [hb x]
      nlinarith [mul_nonneg (sq_nonneg (f x - m)) h])
  have hlo := pos (m ^ 2 * (b - a - m)) (m ^ 2 - 2 * m * (b - a - m))
    (b - a - m - 2 * m) 1 (fun x => by
      have h : 0 ≤ b - a - m + f x := by linarith [ha x]
      nlinarith [mul_nonneg (sq_nonneg (f x - m)) h])
  have hL : 0 ≤ b - a := by linarith
  have hvar : avg β U (fun x => f x * f x) - m * m ≤ (b - a) ^ 2 / 4 := by
    nlinarith [sq_nonneg (2 * m - a - b)]
  have hc := mul_le_mul_of_nonneg_left hvar hL
  rw [abs_le]
  constructor <;> nlinarith
```

## The error of the second-order estimate

The bounds on dU do not depend on l, so the cumulant bound holds in every intermediate ensemble:

|d³F/dl³| ≤ β²(b − a)³/4.

Taylor's theorem from l = 0 to l = 1 divides this by 6:

|F(V) − F(U) − (⟨dU⟩₀ − β Var₀(dU)/2)| ≤ β²(b − a)³/24.

The theorem `cumulantEstimate_error` states this for every nonzero β. Its proof passes the three derivative formulas to `taylor_third` and identifies the path's endpoints with U and V.

```lean
/-- If `a ≤ dU ≤ b`, the second-order cumulant estimate differs from the free-energy
difference by at most `β² (b - a)³ / 24`. -/
theorem cumulantEstimate_error {β : ℝ} (hβ : β ≠ 0) (U V : X → ℝ) {a b : ℝ}
    (ha : ∀ x, a ≤ V x - U x) (hb : ∀ x, V x - U x ≤ b) :
    |freeEnergy β V - freeEnergy β U - cumulantEstimate β U V|
      ≤ β ^ 2 * (b - a) ^ 3 / 24 := by
  have e0 : coupled U V 0 = U := by funext x; simp [coupled]
  have e1 : coupled U V 1 = V := by funext x; simp [coupled, gap]
  have h3 : ∀ l, |β ^ 2 * thirdCumulant β (coupled U V l) (gap U V)|
      ≤ β ^ 2 * ((b - a) ^ 3 / 4) := fun l => by
    rw [abs_mul, abs_of_nonneg (sq_nonneg β)]
    exact mul_le_mul_of_nonneg_left (abs_thirdCumulant_le β _ _ ha hb) (sq_nonneg β)
  have h := taylor_third (f2 := fun l => -β * variance β (coupled U V l) (gap U V))
    (hasDerivAt_freeEnergy hβ U V) (hasDerivAt_avg β U V (gap U V))
    (hasDerivAt_variance β U V) h3
  simp only [e0, e1] at h
  refine le_trans (le_of_eq ?_) (h.trans (le_of_eq ?_))
  · congr 1
    unfold cumulantEstimate
    ring
  · ring
```

In the smallest case X has a single configuration. Then dU is one number c, its variance is zero, and both the free-energy difference and the estimate equal c. Taking a = b = c makes the bound zero as well.

## Dividing the path into windows

For n ≥ 1, place the coupling values at k/n. Neighbouring energies differ by dU/n, which lies in [a/n, b/n], so each window contributes an error of at most β²(b − a)³/(24n³). The exact free-energy differences telescope:

Σₖ [F(U_{(k+1)/n}) − F(U_{k/n})] = F(V) − F(U), k = 0, …, n − 1.

By the triangle inequality, the summed estimate has error at most

n · β²(b − a)³/(24n³) = β²(b − a)³/(24n²).

Each window's mean and variance are taken in the ensemble at its lower end, k/n. In the code, `htel` is the telescoping sum and `hstep` applies the preceding theorem to one window.

```lean
/-- Summing the second-order estimates over `n` equal coupling windows gives the free-energy
difference with an error of at most `β² (b - a)³ / (24 n²)`. -/
theorem windowed_error {β : ℝ} (hβ : β ≠ 0) (U V : X → ℝ) {a b : ℝ}
    (ha : ∀ x, a ≤ V x - U x) (hb : ∀ x, V x - U x ≤ b) {n : ℕ} (hn : 0 < n) :
    |freeEnergy β V - freeEnergy β U - ∑ k ∈ range n,
        cumulantEstimate β (coupled U V ((k : ℝ) / n)) (coupled U V (((k + 1 : ℕ) : ℝ) / n))|
      ≤ β ^ 2 * (b - a) ^ 3 / (24 * (n : ℝ) ^ 2) := by
  have hn' : (0 : ℝ) < n := Nat.cast_pos.2 hn
  have e0 : coupled U V 0 = U := by funext x; simp [coupled]
  have e1 : coupled U V 1 = V := by funext x; simp [coupled, gap]
  -- the free-energy differences of neighbouring windows telescope
  have htel := Finset.sum_range_sub (fun k : ℕ => freeEnergy β (coupled U V ((k : ℝ) / n))) n
  simp only [Nat.cast_zero, zero_div, div_self hn'.ne', e0, e1] at htel
  rw [← htel, ← Finset.sum_sub_distrib]
  refine (Finset.abs_sum_le_sum_abs _ _).trans ?_
  have hstep : ∀ k ∈ range n,
      |freeEnergy β (coupled U V (((k + 1 : ℕ) : ℝ) / n))
        - freeEnergy β (coupled U V ((k : ℝ) / n))
        - cumulantEstimate β (coupled U V ((k : ℝ) / n))
          (coupled U V (((k + 1 : ℕ) : ℝ) / n))| ≤ β ^ 2 * (b / n - a / n) ^ 3 / 24 := by
    intro k _
    have hd : ∀ x, coupled U V (((k + 1 : ℕ) : ℝ) / n) x - coupled U V ((k : ℝ) / n) x
        = (V x - U x) / n := fun x => by
      simp only [coupled, gap]
      push_cast
      ring
    exact cumulantEstimate_error hβ _ _
      (fun x => by rw [hd]; exact div_le_div_of_nonneg_right (ha x) hn'.le)
      (fun x => by rw [hd]; exact div_le_div_of_nonneg_right (hb x) hn'.le)
  refine (Finset.sum_le_sum hstep).trans (le_of_eq ?_)
  rw [Finset.sum_const, Finset.card_range, nsmul_eq_mul, ← sub_div]
  field_simp

end

end SecondCumulantBound
```

```lean
#print axioms SecondCumulantBound.cumulantEstimate_error
#print axioms SecondCumulantBound.windowed_error
```

```
'SecondCumulantBound.cumulantEstimate_error' depends on axioms: [propext, Classical.choice, Quot.sound]
'SecondCumulantBound.windowed_error' depends on axioms: [propext, Classical.choice, Quot.sound]
```
